# Three distinct colours with phases 1, ω and ω², ω = exp(2πi/3): the phases sum to zero, and so do their squares

Each of three colours, numbered 0, 1 and 2, carries the phase ω^a, where a is its number and ω = exp(2πi/3). The declaration `phase_sum` states that if three colours `a`, `b`, `d` are all different, their phases add to zero, and the squares of their phases add to zero as well. This is an identity between complex numbers of modulus one; no Hamiltonian or quantum state enters it. The attempt first asks `decide` to prove that the colours must appear in one of six orders, then treats each order with the relations ω³ = 1 and 1 + ω + ω² = 0.

An attempt in Lean 4 with a fault in it:

```lean
import Mathlib

open scoped ComplexConjugate

namespace PhaseSum

noncomputable section

variable {V τ : Type*} [DecidableEq V] [Fintype τ]

variable [Fintype V]

/-- The phase ω^a of colour `a`, with ω = exp(2πi/3). -/
def phase (a : Fin 3) : ℂ := Complex.exp (2 * Real.pi * Complex.I / 3) ^ (a : ℕ)

private lemma root_facts : Complex.exp (2 * Real.pi * Complex.I / 3) ^ 3 = 1 ∧
    1 + Complex.exp (2 * Real.pi * Complex.I / 3)
      + Complex.exp (2 * Real.pi * Complex.I / 3) ^ 2 = 0 := by
  have h := Complex.isPrimitiveRoot_exp 3 (by norm_num)
  rw [Nat.cast_ofNat] at h
  have h2 := h.geom_sum_eq_zero (by norm_num)
  simp only [Finset.sum_range_succ, Finset.sum_range_zero, pow_zero, pow_one, zero_add] at h2
  exact ⟨h.pow_eq_one, h2⟩

private lemma phase_sum {a b d : Fin 3} (h : a ≠ b ∧ b ≠ d ∧ a ≠ d) :
    phase a + phase b + phase d = 0 ∧ phase a ^ 2 + phase b ^ 2 + phase d ^ 2 = 0 := by
  have cases6 : ∀ a b d : Fin 3, (a ≠ b ∧ b ≠ d ∧ a ≠ d) →
      (a.val = 0 ∧ b.val = 1 ∧ d.val = 2) ∨ (a.val = 0 ∧ b.val = 2 ∧ d.val = 1) ∨
      (a.val = 1 ∧ b.val = 0 ∧ d.val = 2) ∨ (a.val = 1 ∧ b.val = 2 ∧ d.val = 0) ∨
      (a.val = 2 ∧ b.val = 0 ∧ d.val = 1) ∨ (a.val = 2 ∧ b.val = 1 ∧ d.val = 0) := by decide
  obtain ⟨h3, h0⟩ := root_facts
  unfold phase
  generalize Complex.exp (2 * Real.pi * Complex.I / 3) = w at *
  rcases cases6 a b d h with h | h | h | h | h | h <;> rw [h.1, h.2.1, h.2.2] <;>
    exact ⟨by linear_combination h0, by linear_combination h0 + w * h3⟩

end

end PhaseSum
```

The compiler's answer:

```
Main.lean:30:86: error: failed to synthesize
  Decidable
    (∀ (a b d : Fin 3),
      a ≠ b ∧ b ≠ d ∧ a ≠ d →
        ↑a = 0 ∧ ↑b = 1 ∧ ↑d = 2 ∨
          ↑a = 0 ∧ ↑b = 2 ∧ ↑d = 1 ∨
            ↑a = 1 ∧ ↑b = 0 ∧ ↑d = 2 ∨ ↑a = 1 ∧ ↑b = 2 ∧ ↑d = 0 ∨ ↑a = 2 ∧ ↑b = 0 ∧ ↑d = 1 ∨ ↑a = 2 ∧ ↑b = 1 ∧ ↑d = 0)

Hint: Additional diagnostic information may be available using the `set_option diagnostics true` command.
```

The `decide` tactic needs a `Decidable` instance for the proposition it is to prove, and the message says that Lean failed to synthesize one for the whole of `cases6`. The statement is not undecidable in principle: it concerns only equalities of numbers, joined by logical connectives, over the finite type `Fin 3`. It was the instance search that failed on this long formula, and the message does not say at which point.

The repair drops `cases6`, and with it the need for that instance. It turns the inequalities between colours into inequalities between their natural-number values, using `Fin.ext`, and records with `isLt` that each value is below 3. The `generalize` lines replace these values by plain variables, which `interval_cases` then runs through. Where two values coincide, `omega` finds the contradiction; in the six remaining cases the original `linear_combination` proofs finish the goal.

The change, after which it compiles:

```diff
@@ -25,13 +25,21 @@
 private lemma phase_sum {a b d : Fin 3} (h : a ≠ b ∧ b ≠ d ∧ a ≠ d) :
     phase a + phase b + phase d = 0 ∧ phase a ^ 2 + phase b ^ 2 + phase d ^ 2 = 0 := by
-  have cases6 : ∀ a b d : Fin 3, (a ≠ b ∧ b ≠ d ∧ a ≠ d) →
-      (a.val = 0 ∧ b.val = 1 ∧ d.val = 2) ∨ (a.val = 0 ∧ b.val = 2 ∧ d.val = 1) ∨
-      (a.val = 1 ∧ b.val = 0 ∧ d.val = 2) ∨ (a.val = 1 ∧ b.val = 2 ∧ d.val = 0) ∨
-      (a.val = 2 ∧ b.val = 0 ∧ d.val = 1) ∨ (a.val = 2 ∧ b.val = 1 ∧ d.val = 0) := by decide
   obtain ⟨h3, h0⟩ := root_facts
+  have h1 : a.val ≠ b.val := fun e => h.1 (Fin.ext e)
+  have h2 : b.val ≠ d.val := fun e => h.2.1 (Fin.ext e)
+  have h4 : a.val ≠ d.val := fun e => h.2.2 (Fin.ext e)
+  have ha := a.isLt
+  have hb := b.isLt
+  have hd := d.isLt
   unfold phase
   generalize Complex.exp (2 * Real.pi * Complex.I / 3) = w at *
-  rcases cases6 a b d h with h | h | h | h | h | h <;> rw [h.1, h.2.1, h.2.2] <;>
-    exact ⟨by linear_combination h0, by linear_combination h0 + w * h3⟩
+  generalize a.val = x at *
+  generalize b.val = y at *
+  generalize d.val = z at *
+  -- the six orders of the three colours
+  interval_cases x <;> interval_cases y <;> interval_cases z <;>
+    first
+    | omega
+    | exact ⟨by linear_combination h0, by linear_combination h0 + w * h3⟩
 
 end
```
